# If D†KD = 0 with K positive definite, then D = 0

Let `K` and `D` be complex square matrices of the same finite size, with `K` positive definite; the lemma says that if D†KD = 0, then D = 0. In physical terms, `K` can be read as an observable on a finite-dimensional state space whose expectation value is strictly positive in every nonzero state, and `D` as any operator on that space. The number ⟨Dx, K Dx⟩ is the unnormalised expectation of `K` in the vector Dx, to be divided by ⟨Dx, Dx⟩ for the normalised value when Dx ≠ 0. The proof supposes that Dx ≠ 0 for some x, so that this number is positive, and tries to rewrite it as ⟨x, (D†KD)x⟩ = 0, a contradiction. Once Dx = 0 for every x, applying this to the standard basis vectors shows that each entry of `D` is zero.

Lean 4 with Mathlib refuses this proof:

```lean
import Mathlib

open Matrix
open scoped ComplexOrder

namespace EqZeroOfCongruenceEqZero

variable {ι n : Type*} [Fintype ι] [Fintype n] [DecidableEq n]

/-- If `K` is positive definite and `D† K D = 0`, then `D = 0`. -/
theorem eq_zero_of_congruence_eq_zero {K D : Matrix n n ℂ} (hK : K.PosDef)
    (h : Dᴴ * K * D = 0) : D = 0 := by
  have hx : ∀ x : n → ℂ, D *ᵥ x = 0 := by
    intro x
    by_contra hne
    have hpos := hK.dotProduct_mulVec_pos hne
    rw [Matrix.star_mulVec, ← Matrix.dotProduct_mulVec, Matrix.mulVec_mulVec,
      Matrix.mulVec_mulVec, ← mul_assoc, h, Matrix.zero_mulVec, dotProduct_zero] at hpos
    exact lt_irrefl _ hpos
  ext a b
  have hab := congrFun (hx (Pi.single b 1)) a
  simpa using hab

end EqZeroOfCongruenceEqZero
```

Messages:

```
Main.lean:18:28: error: Tactic `rewrite` failed: Did not find an occurrence of the pattern
  ?a * (?b * ?c)
in the target expression
  0 < star x ⬝ᵥ (Dᴴ * K * D) *ᵥ x

n : Type u_2
inst✝¹ : Fintype n
inst✝ : DecidableEq n
K D : Matrix n n ℂ
hK : K.PosDef
h : Dᴴ * K * D = 0
x : n → ℂ
hne : ¬D *ᵥ x = 0
hpos : 0 < star x ⬝ᵥ (Dᴴ * K * D) *ᵥ x
⊢ False
```

Diagnosis. The one error is at `← mul_assoc`. Read from right to left, this lemma turns a product of the form `a * (b * c)` into `a * b * c`, so `rw` needs a right-bracketed product to work on. There is none in `hpos`. The first use of `Matrix.mulVec_mulVec` merges `Dᴴ` and `K` into `Dᴴ * K`, and the second merges that product with `D`, which gives `Dᴴ * K * D`. Lean reads this as `(Dᴴ * K) * D`, already bracketed to the left, and `rw` fails when it cannot find its pattern.

The product is by then exactly the left-hand side of `h`, so no regrouping is needed. The repair deletes `← mul_assoc` and changes nothing else. Now `h` replaces the product by the zero matrix, the next two rewrites reduce `hpos` to `0 < 0`, and `lt_irrefl` closes the contradiction.

As a diff, the version that Lean accepts:

```diff
@@ -16,5 +16,5 @@
     have hpos := hK.dotProduct_mulVec_pos hne
     rw [Matrix.star_mulVec, ← Matrix.dotProduct_mulVec, Matrix.mulVec_mulVec,
-      Matrix.mulVec_mulVec, ← mul_assoc, h, Matrix.zero_mulVec, dotProduct_zero] at hpos
+      Matrix.mulVec_mulVec, h, Matrix.zero_mulVec, dotProduct_zero] at hpos
     exact lt_irrefl _ hpos
   ext a b
```
